# The polarizability tensor of an undamped finite-level system is Hermitian away from resonance

## Amplitudes first, formula second

An oscillating field induces a dipole in a molecule, and to first order a tensor $\alpha_{ab}$ links the dipole along $a$ to the field along $b$. One can define this tensor by its sum-over-states formula or by the amplitudes behind that formula. Here the amplitudes come first, and the formula is a theorem.

Let $g$ be the occupied state, $E_n$ the excitation energy from $g$ to $n$, $d^a$ the Hermitian dipole matrices and $w$ the real frequency (usually written $\omega$), with $\hbar=1$. For a field $F_b e^{-iwt}+\text{c.c.}$ coupled through $-d^bF_b$, state $n$ acquires an amplitude $X^b_n$ per unit field at $e^{-iwt}$, and $Y^b_n$ is the conjugate of its amplitude at $e^{+iwt}$:

$$(E_n-w)X^b_n=d^b_{ng},\qquad (E_n+w)Y^b_n=d^b_{gn}\qquad(n\neq g).$$

The induced dipole then gives

$$\alpha_{ab}=\sum_{n\ne g}\left(d^a_{gn}X^b_n+Y^b_n d^a_{ng}\right).$$

## What is claimed

If $w^2\neq E_n^2$ for every $n\neq g$, then $\alpha$ is Hermitian and

$$\alpha_{ab}-\alpha_{ba}=4iw\sum_{n\neq g}\frac{\operatorname{Im}(d^a_{gn}d^b_{ng})}{E_n^2-w^2}.$$

It is real and symmetric if $w=0$ or if all $d^a_{gn}$ are real. The energies need not be positive, so $g$ may itself be an excited state.

For a finite, undamped model with real wave functions, an electronic-structure calculation therefore needs only one triangle of a real tensor. With complex transition dipoles, as in a magnetic field, the same model allows the imaginary antisymmetric part associated with Faraday rotation.

## Exchanging directions conjugates the numerator

Non-resonance lets us divide by $E_n\mp w$:

$$\alpha_{ab}=\sum_{n\neq g}\left(\frac{d^a_{gn}d^b_{ng}}{E_n-w}+\frac{d^b_{gn}d^a_{ng}}{E_n+w}\right).$$

Put $z_n=d^a_{gn}d^b_{ng}$. Since $\overline{d^a_{gn}}=d^a_{ng}$ and $\overline{d^b_{ng}}=d^b_{gn}$, the second numerator is $\bar z_n$. Each term becomes

$$\frac{z_n}{E_n-w}+\frac{\bar z_n}{E_n+w}=\frac{E_n(z_n+\bar z_n)+w(z_n-\bar z_n)}{E_n^2-w^2}=\frac{2(E_n\operatorname{Re}z_n+iw\operatorname{Im}z_n)}{E_n^2-w^2}.$$

Exchanging $a$ and $b$ replaces $z_n$ by $\bar z_n$ and so reverses the sign of the $iw$ term. Complex conjugation reverses it again, hence $\overline{\alpha_{ba}}=\alpha_{ab}$. Subtracting $\alpha_{ba}$ from $\alpha_{ab}$ cancels the real parts and doubles the imaginary ones, which is the stated difference.

This difference vanishes if $w=0$. It also vanishes if all $d^a_{gn}$ are real, because then $d^b_{ng}=\overline{d^b_{gn}}$ and $z_n$ are real too. A tensor that is both Hermitian and symmetric is real.

## Non-Hermitian dipoles and reversed frequency

Without the relation $d_{ng}=\overline{d_{gn}}$, Hermiticity can fail. Take one field direction and one state besides $g$, with $E=2$, $w=1$, $d_{gn}=1$ and $d_{ng}=i$. The only entry of the tensor is $i+i/3=4i/3$, which is not real.

Reversing $w$ also flips the sign of the $iw$ term, so the same argument gives $\alpha_{ab}(-w)=\alpha_{ba}(w)$. These remarks rest on the algebra shown here, not on the Lean code.

## The statement in Lean

The finite type `ι` labels states and `κ` labels field directions. `IsLinearResponse` contains the two amplitude equations, `polarizability` is $\alpha$, and `Finset.univ.erase g` removes $g$ from the sum. The hypotheses `hd`, `hw` and `h` state Hermitian dipoles, non-resonance and the amplitude equations; `hr` offers the two alternatives for a real symmetric tensor.

The amplitude equations are assumed: their derivation from the time-dependent Schrödinger equation is the step that connects the model to a driven molecule. Damping and a continuum of states are absent.

```lean
import Mathlib

open scoped ComplexConjugate

namespace PolarizabilityTensor

noncomputable section

variable {ι κ : Type*} [Fintype ι] [DecidableEq ι]

/-- The first-order amplitudes `X`, `Y` of a system in state `g`, driven at frequency `w` through
the dipoles `d`: `(E n - w) X = d n g` and `(E n + w) Y = d g n` for every other state `n`, where
`E n` is the excitation energy from `g`. -/
structure IsLinearResponse (E : ι → ℝ) (d : κ → Matrix ι ι ℂ) (g : ι) (w : ℝ)
    (X Y : κ → ι → ℂ) : Prop where
  resonant : ∀ b n, n ≠ g → ((E n : ℂ) - (w : ℂ)) * X b n = d b n g
  antiresonant : ∀ b n, n ≠ g → ((E n : ℂ) + (w : ℂ)) * Y b n = d b g n

/-- The polarizability tensor: the dipole component `a` induced by a field along `b`, computed
from the first-order amplitudes. -/
def polarizability (d : κ → Matrix ι ι ℂ) (g : ι) (X Y : κ → ι → ℂ) : Matrix κ κ ℂ :=
  fun a b => ∑ n ∈ Finset.univ.erase g, (d a g n * X b n + Y b n * d a n g)

/-- Away from resonance both energy denominators are nonzero. -/
theorem detuning_ne_zero {e w : ℝ} (h : w ^ 2 ≠ e ^ 2) :
    (e : ℂ) - (w : ℂ) ≠ 0 ∧ (e : ℂ) + (w : ℂ) ≠ 0 := by
  constructor
  · intro h0
    have h1 : e - w = 0 := by exact_mod_cast h0
    exact h (by rw [show w = e by linarith])
  · intro h0
    have h1 : e + w = 0 := by exact_mod_cast h0
    exact h (by rw [show w = -e by linarith]; ring)

omit [Fintype ι] [DecidableEq ι] in
/-- For Hermitian dipoles, exchanging the two field directions conjugates the product of
transition dipoles. -/
theorem strength_swap {d : κ → Matrix ι ι ℂ} (hd : ∀ a, (d a).IsHermitian) (g n : ι) (a b : κ) :
    d b g n * d a n g = conj (d a g n * d b n g) := by
  have h1 : conj (d a g n) = d a n g := (hd a).apply n g
  have h2 : conj (d b n g) = d b g n := (hd b).apply g n
  rw [map_mul, h1, h2, mul_comm]

/-- Away from resonance the polarizability is given by the sum-over-states formula. -/
theorem sum_over_states {E : ι → ℝ} {d : κ → Matrix ι ι ℂ} {g : ι} {w : ℝ} {X Y : κ → ι → ℂ}
    (hw : ∀ n, n ≠ g → w ^ 2 ≠ E n ^ 2) (h : IsLinearResponse E d g w X Y) (a b : κ) :
    polarizability d g X Y a b = ∑ n ∈ Finset.univ.erase g,
      (d a g n * d b n g / ((E n : ℂ) - (w : ℂ)) + d b g n * d a n g / ((E n : ℂ) + (w : ℂ))) := by
  refine Finset.sum_congr rfl fun n hn => ?_
  have hg := Finset.ne_of_mem_erase hn
  obtain ⟨h1, h2⟩ := detuning_ne_zero (hw n hg)
  -- nonzero detunings determine the amplitudes
  have hX : X b n = d b n g / ((E n : ℂ) - (w : ℂ)) := by
    rw [eq_div_iff h1, mul_comm]; exact h.resonant b n hg
  have hY : Y b n = d b g n / ((E n : ℂ) + (w : ℂ)) := by
    rw [eq_div_iff h2, mul_comm]; exact h.antiresonant b n hg
  rw [hX, hY]
  ring

/-- Away from resonance and for Hermitian dipoles, the real part of each dipole product enters the
polarizability with weight `2 E n / (E n ^ 2 - w ^ 2)` and its imaginary part with weight
`2 i w / (E n ^ 2 - w ^ 2)`. -/
theorem dispersion_form {E : ι → ℝ} {d : κ → Matrix ι ι ℂ} {g : ι} {w : ℝ} {X Y : κ → ι → ℂ}
    (hd : ∀ a, (d a).IsHermitian) (hw : ∀ n, n ≠ g → w ^ 2 ≠ E n ^ 2)
    (h : IsLinearResponse E d g w X Y) (a b : κ) :
    polarizability d g X Y a b = ∑ n ∈ Finset.univ.erase g,
      2 * ((E n : ℂ) * ((d a g n * d b n g).re : ℂ)
        + Complex.I * (w : ℂ) * ((d a g n * d b n g).im : ℂ)) / ((E n : ℂ) ^ 2 - (w : ℂ) ^ 2) := by
  rw [sum_over_states hw h]
  refine Finset.sum_congr rfl fun n hn => ?_
  obtain ⟨h1, h2⟩ := detuning_ne_zero (hw n (Finset.ne_of_mem_erase hn))
  rw [strength_swap hd g n a b]
  generalize d a g n * d b n g = z
  have e1 : z = (z.re : ℂ) + (z.im : ℂ) * Complex.I := (Complex.re_add_im z).symm
  have e2 : conj z = (z.re : ℂ) - (z.im : ℂ) * Complex.I := by
    apply Complex.ext <;> simp
  have h3 : (E n : ℂ) ^ 2 - (w : ℂ) ^ 2 ≠ 0 := by
    intro h0
    exact mul_ne_zero h1 h2 (by linear_combination h0)
  -- put the two poles over a common denominator
  rw [div_add_div _ _ h1 h2, div_eq_div_iff (mul_ne_zero h1 h2) h3]
  linear_combination ((E n : ℂ) ^ 2 - (w : ℂ) ^ 2) *
    (((E n : ℂ) + (w : ℂ)) * e1 + ((E n : ℂ) - (w : ℂ)) * e2)

/-- Away from resonance and for Hermitian dipoles, the polarizability tensor is Hermitian, and its
`a b` entry minus its `b a` entry is `4 i w` times the sum of the imaginary parts of the dipole
products, each divided by `E n ^ 2 - w ^ 2`. -/
theorem hermitian_and_antisymmetric_part {E : ι → ℝ} {d : κ → Matrix ι ι ℂ} {g : ι} {w : ℝ}
    {X Y : κ → ι → ℂ} (hd : ∀ a, (d a).IsHermitian) (hw : ∀ n, n ≠ g → w ^ 2 ≠ E n ^ 2)
    (h : IsLinearResponse E d g w X Y) :
    (polarizability d g X Y).IsHermitian ∧
    ∀ a b, polarizability d g X Y a b - polarizability d g X Y b a =
      4 * Complex.I * (w : ℂ) * ∑ n ∈ Finset.univ.erase g,
        ((d a g n * d b n g).im : ℂ) / ((E n : ℂ) ^ 2 - (w : ℂ) ^ 2) := by
  constructor
  · refine Matrix.IsHermitian.ext fun a b => ?_
    rw [dispersion_form hd hw h b a, dispersion_form hd hw h a b, star_sum]
    refine Finset.sum_congr rfl fun n _ => ?_
    rw [strength_swap hd g n a b]
    generalize d a g n * d b n g = z
    simp only [Complex.star_def, Complex.conj_re, Complex.conj_im, map_div₀, map_mul, map_add,
      map_sub, map_neg, map_pow, Complex.conj_ofReal, Complex.conj_I, map_ofNat,
      Complex.ofReal_neg]
    ring
  · intro a b
    rw [dispersion_form hd hw h a b, dispersion_form hd hw h b a, ← Finset.sum_sub_distrib,
      Finset.mul_sum]
    refine Finset.sum_congr rfl fun n _ => ?_
    -- the real parts cancel and the imaginary parts add
    rw [strength_swap hd g n a b]
    generalize d a g n * d b n g = z
    simp only [Complex.conj_re, Complex.conj_im, Complex.ofReal_neg]
    ring

/-- Away from resonance and for Hermitian dipoles, the polarizability tensor is real and symmetric
if the field is static or if all transition dipoles from `g` are real. -/
theorem real_symmetric {E : ι → ℝ} {d : κ → Matrix ι ι ℂ} {g : ι} {w : ℝ} {X Y : κ → ι → ℂ}
    (hd : ∀ a, (d a).IsHermitian) (hw : ∀ n, n ≠ g → w ^ 2 ≠ E n ^ 2)
    (h : IsLinearResponse E d g w X Y) (hr : w = 0 ∨ ∀ a n, (d a g n).im = 0) (a b : κ) :
    (polarizability d g X Y a b).im = 0 ∧
      polarizability d g X Y a b = polarizability d g X Y b a := by
  obtain ⟨hH, hA⟩ := hermitian_and_antisymmetric_part hd hw h
  have hs : polarizability d g X Y a b = polarizability d g X Y b a := by
    rw [← sub_eq_zero, hA a b]
    rcases hr with h0 | hr
    · rw [h0, Complex.ofReal_zero, mul_zero, zero_mul]
    · rw [Finset.sum_eq_zero, mul_zero]
      intro n _
      have hb : (d b n g).im = 0 := by
        rw [← (hd b).apply n g]
        simp [hr b n]
      rw [Complex.mul_im, hr a n, hb, mul_zero, zero_mul, add_zero, Complex.ofReal_zero, zero_div]
  -- a Hermitian and symmetric tensor is real
  have hc : conj (polarizability d g X Y b a) = polarizability d g X Y a b := hH.apply a b
  rw [← hs] at hc
  exact ⟨Complex.conj_eq_iff_im.mp hc, hs⟩

/-- Dipole matrices of a two-level system: the Pauli matrices `σx` and `σy`. -/
def pauliDipole : Fin 2 → Matrix (Fin 2) (Fin 2) ℂ :=
  ![!![0, 1; 1, 0], !![0, -Complex.I; Complex.I, 0]]

/-- The two-level system with dipoles `σx`, `σy`, excitation energy 2 and frequency 1 meets the
hypotheses, and the `0 1` entry of its polarizability minus the `1 0` entry is `4i/3`. -/
theorem pauliDipole_witness :
    (∀ a, (pauliDipole a).IsHermitian) ∧
    (∀ n : Fin 2, n ≠ 0 → (1 : ℝ) ^ 2 ≠ (![0, 2] : Fin 2 → ℝ) n ^ 2) ∧
    IsLinearResponse ![0, 2] pauliDipole 0 1
      (fun b n => pauliDipole b n 0) (fun b n => pauliDipole b 0 n / 3) ∧
    polarizability pauliDipole 0 (fun b n => pauliDipole b n 0)
        (fun b n => pauliDipole b 0 n / 3) 0 1
      - polarizability pauliDipole 0 (fun b n => pauliDipole b n 0)
        (fun b n => pauliDipole b 0 n / 3) 1 0 = 4 / 3 * Complex.I := by
  have h1 : ∀ n : Fin 2, n ≠ 0 → n = 1 := by decide
  refine ⟨fun a => Matrix.IsHermitian.ext fun i j => ?_, fun n hn => ?_,
    ⟨fun b n hn => ?_, fun b n hn => ?_⟩, ?_⟩
  · fin_cases a <;> fin_cases i <;> fin_cases j <;> simp [pauliDipole]
  · rw [h1 n hn]
    show (1 : ℝ) ^ 2 ≠ 2 ^ 2
    norm_num
  · rw [h1 n hn]
    show (((2 : ℝ) : ℂ) - ((1 : ℝ) : ℂ)) * pauliDipole b 1 0 = pauliDipole b 1 0
    push_cast
    ring
  · rw [h1 n hn]
    show (((2 : ℝ) : ℂ) + ((1 : ℝ) : ℂ)) * (pauliDipole b 0 1 / 3) = pauliDipole b 0 1
    push_cast
    ring
  · have he : Finset.univ.erase (0 : Fin 2) = {1} := by decide
    simp only [polarizability, he, Finset.sum_singleton]
    simp [pauliDipole]
    ring

end

end PolarizabilityTensor
```

```lean
#print axioms PolarizabilityTensor.hermitian_and_antisymmetric_part
#print axioms PolarizabilityTensor.real_symmetric
```

```
'PolarizabilityTensor.hermitian_and_antisymmetric_part' depends on axioms: [propext, Classical.choice, Quot.sound]
'PolarizabilityTensor.real_symmetric' depends on axioms: [propext, Classical.choice, Quot.sound]
```

## From the amplitudes to the symmetries

`detuning_ne_zero` turns $w^2\neq E_n^2$ into two nonzero denominators, and `sum_over_states` uses them to solve for `X` and `Y`. `strength_swap` is the conjugation of $z_n$.

In `dispersion_form`, `generalize` names the dipole product `z`, `div_add_div` combines the poles, and `linear_combination` checks the numerator using $z$ and $\bar z$ written in real and imaginary parts.

`hermitian_and_antisymmetric_part` applies this form to both index orders and compares the sums term by term. `real_symmetric` first makes the difference vanish, then obtains reality from Hermiticity.

`pauliDipole_witness` supplies a two-level system satisfying the hypotheses. Its dipoles are $\sigma_x$ for direction 0 and $\sigma_y$ for direction 1, so $z_1=i$. With $E_1=2$ and $w=1$ the difference $\alpha_{01}-\alpha_{10}$ is $4i/3$, and this tensor is Hermitian without being symmetric.
